# Broken symmetry recovers half of the Hubbard dimer's exact energy in the strong-coupling limit, and singlet projection recovers all of it

Put a spin-up electron on site 0 of a two-site Hubbard model and a spin-down electron on site 1. Hopping, with amplitude $-t$, takes this configuration to either doubly occupied site, where the repulsion costs $U$. Mix in both doubly occupied configurations with a small amplitude $\varepsilon$. Energies are measured from that of one electron on each site without hopping. To leading order the energy is $-4t\varepsilon+2U\varepsilon^2$, with minimum $-2t^2/U$ at $\varepsilon=t/U$.

Now start from the singlet, which has amplitude $1/\sqrt2$ on this configuration and $1/\sqrt2$ on the one with the spins exchanged. Both feed the same doubly occupied configurations, and their contributions add. The energy becomes $-4\sqrt2\,t\varepsilon+2U\varepsilon^2$, with minimum $-4t^2/U$. The symmetry-broken state gets half of this superexchange energy because it starts from only one of the two configurations.

The development below replaces the leading-order estimate by closed forms and limits, at fixed $t>0$ and $U\to\infty$.

In Lean 4 with Mathlib:

```lean
import Mathlib

open Matrix Filter Topology

namespace HubbardDimerBrokenSymmetry

noncomputable section
```

## Two electrons as a 2×2 matrix

With one electron of each spin, a state is a real matrix $C$, where $C_{ij}$ is the amplitude for spin up on site $i$ and spin down on site $j$. A single electron hops through the matrix $h$ that exchanges the sites.

```lean
/-- Hopping between the two sites. -/
def hop : Matrix (Fin 2) (Fin 2) ℝ := !![0, 1; 1, 0]
```

Multiplying $C$ by $h$ from the left moves the spin-up electron, and from the right the spin-down electron. The repulsion acts where both are on the same site, which is the diagonal of $C$:
$$HC=-t\,(hC+Ch)+U\,\mathrm{diag}(C_{00},C_{11}).$$

```lean
/-- The Hubbard Hamiltonian acting on amplitudes `C i j` for the spin-up electron on site `i`
and the spin-down electron on site `j`. -/
def hamiltonian (t U : ℝ) (C : Matrix (Fin 2) (Fin 2) ℝ) : Matrix (Fin 2) (Fin 2) ℝ :=
  (-t) • (hop * C + C * hop) + U • Matrix.diagonal (fun i => C i i)
```

The energy is the Rayleigh quotient $\sum_{ij}C_{ij}(HC)_{ij}\big/\sum_{ij}C_{ij}^2$. The traces below are these two sums, so states need not be normalised.

```lean
/-- The energy expectation value of a nonzero, not necessarily normalised, state `C`. -/
def energy (t U : ℝ) (C : Matrix (Fin 2) (Fin 2) ℝ) : ℝ :=
  (Cᵀ * hamiltonian t U C).trace / (Cᵀ * C).trace
```

A determinant puts each spin in one orbital, so its $C$ is an outer product. Let the spin-up orbital be $(a,b)$ with $a=\sqrt{(1+m)/2}$ and $b=\sqrt{(1-m)/2}$, and let the spin-down orbital be its mirror image $(b,a)$. Then $m=a^2-b^2$ is the spin polarisation of site 0, and site 1 has $-m$. "Unrestricted Hartree-Fock" (UHF) refers here to this one-parameter family.

```lean
/-- The determinant with site polarisation `m` in `[-1, 1]`: the two spins occupy
mirror-image orbitals. -/
def determinant (m : ℝ) : Matrix (Fin 2) (Fin 2) ℝ :=
  Matrix.vecMulVec ![√((1 + m) / 2), √((1 - m) / 2)] ![√((1 - m) / 2), √((1 + m) / 2)]
```

The spin singlet has a spatial part symmetric under $i\leftrightarrow j$; the antisymmetric part is a triplet. Projection onto the singlet therefore keeps $(C+C^{\mathsf T})/2$.

```lean
/-- The singlet part of a state: its part symmetric under exchange of the two positions. -/
def singletPart (C : Matrix (Fin 2) (Fin 2) ℝ) : Matrix (Fin 2) (Fin 2) ℝ :=
  (1 / 2 : ℝ) • (C + Cᵀ)
```

The UHF energy, derived from the determinant below, is
$$E(m)=-2t\sqrt{1-m^2}+\tfrac U2(1-m^2).$$

```lean
/-- The unrestricted Hartree-Fock energy at polarisation `m` in `[-1, 1]`. -/
def uhfEnergy (t U m : ℝ) : ℝ := -2 * t * √(1 - m ^ 2) + U * (1 - m ^ 2) / 2
```

For the exact energy, the normalised covalent singlet and the symmetric combination of doubly occupied configurations span the block $\begin{pmatrix}0&-2t\\-2t&U\end{pmatrix}$. Its lower eigenvalue is
$$X=\frac{U-\sqrt{U^2+16t^2}}2.$$
The remaining two levels are the triplet at $0$ and an odd doubly occupied state at $U$, so $X$ is the ground-state energy. The code takes this closed form as a definition and does not diagonalise $H$.

```lean
/-- The closed form of the exact ground-state energy of the half-filled dimer. -/
def exactEnergy (t U : ℝ) : ℝ := (U - √(U ^ 2 + 16 * t ^ 2)) / 2
```

A UHF minimum is any $m\in[-1,1]$ whose energy is no higher than that of any other $n$ in the interval. Since $E(m)=E(-m)$, a polarised minimum comes with its mirror image, and no choice between them is imposed.

```lean
/-- The polarisation `m` minimises the unrestricted Hartree-Fock energy on `[-1, 1]`. -/
def IsUHFMinimum (t U m : ℝ) : Prop :=
  m ∈ Set.Icc (-1 : ℝ) 1 ∧ ∀ n ∈ Set.Icc (-1 : ℝ) 1, uhfEnergy t U m ≤ uhfEnergy t U n
```

## Energies of the determinant and of its singlet part

Write $C=\begin{pmatrix}p&q\\r&s\end{pmatrix}$. Then $hC+Ch$ has $q+r$ on the diagonal and $p+s$ off it, so
$$\langle H\rangle=\frac{-2t(p+s)(q+r)+U(p^2+s^2)}{p^2+q^2+r^2+s^2}.$$
The proof expands numerator and denominator separately.

```lean
/-- The energy of a state written out in its four site amplitudes. -/
theorem energy_amplitudes (t U p q r s : ℝ) :
    energy t U !![p, q; r, s] =
      (-2 * t * (p + s) * (q + r) + U * (p ^ 2 + s ^ 2)) / (p ^ 2 + q ^ 2 + r ^ 2 + s ^ 2) := by
  unfold energy
  congr 1
  · simp [hamiltonian, hop, Matrix.trace_fin_two, Matrix.mul_apply, Fin.sum_univ_two]
    ring
  · simp [Matrix.trace_fin_two, Matrix.mul_apply, Fin.sum_univ_two]
    ring
```

Let $x=\sqrt{1-m^2}=2ab$, the bond order summed over the two spins. Since $|m|\le1$, the radicand is nonnegative and $x^2=1-m^2$.

```lean
private theorem sq_bond {m : ℝ} (hm : m ∈ Set.Icc (-1 : ℝ) 1) :
    (√(1 - m ^ 2)) ^ 2 = 1 - m ^ 2 :=
  Real.sq_sqrt (by nlinarith [hm.1, hm.2])
```

The entries of the determinant are $ab=x/2$ on the diagonal, and $a^2=(1+m)/2$ and $b^2=(1-m)/2$ off it. In the proof, `key` is the outer product and `hab` the identity $ab=x/2$.

```lean
private theorem determinant_eq {m : ℝ} (hm : m ∈ Set.Icc (-1 : ℝ) 1) :
    determinant m =
      !![√(1 - m ^ 2) / 2, (1 + m) / 2; (1 - m) / 2, √(1 - m ^ 2) / 2] := by
  have key : ∀ a b : ℝ, Matrix.vecMulVec ![a, b] ![b, a] = !![a * b, a * a; b * b, b * a] := by
    intro a b
    ext i j
    fin_cases i <;> fin_cases j <;> simp [Matrix.vecMulVec_apply]
  have ha : 0 ≤ (1 + m) / 2 := by linarith [hm.1]
  have hb : 0 ≤ (1 - m) / 2 := by linarith [hm.2]
  have hab : √((1 + m) / 2) * √((1 - m) / 2) = √(1 - m ^ 2) / 2 := by
    rw [← Real.sqrt_mul ha,
      show (1 + m) / 2 * ((1 - m) / 2) = (1 - m ^ 2) * (1 / 2) ^ 2 by ring,
      Real.sqrt_mul (by nlinarith [hm.1, hm.2]), Real.sqrt_sq (by norm_num)]
    ring
  rw [determinant, key, Real.mul_self_sqrt ha, Real.mul_self_sqrt hb,
    mul_comm (√((1 - m) / 2)) (√((1 + m) / 2)), hab]
```

Here $p+s=x$ and $q+r=1$, so the numerator is $-2tx+Ux^2/2=E(m)$. The norm is $x^2/2+(1+m^2)/2=1$. Both `linear_combination` lines use only $x^2=1-m^2$.

```lean
/-- For `m` in `[-1, 1]`, the energy of the polarised determinant is the
unrestricted Hartree-Fock energy. -/
theorem energy_determinant (t U : ℝ) {m : ℝ} (hm : m ∈ Set.Icc (-1 : ℝ) 1) :
    energy t U (determinant m) = uhfEnergy t U m := by
  have hx := sq_bond hm
  rw [determinant_eq hm, energy_amplitudes, ← div_one (uhfEnergy t U m)]
  congr 1
  · unfold uhfEnergy
    linear_combination (U / 2) * hx
  · linear_combination (1 / 2) * hx
```

Symmetrising replaces $q$ and $r$ by their mean, $1/2$. The sum $q+r$ is unchanged, and so is the numerator. Only the squared norm falls, to $x^2/2+1/2=(2-m^2)/2$. Projection removes a triplet component that carries weight $m^2/2$ and no energy, which gives
$$E_{\rm proj}(m)=\frac{2E(m)}{2-m^2}.$$

```lean
/-- For `m` in `[-1, 1]`, projecting the determinant onto its singlet part multiplies
its energy by `2 / (2 - m ^ 2)`. -/
theorem energy_singletPart (t U : ℝ) {m : ℝ} (hm : m ∈ Set.Icc (-1 : ℝ) 1) :
    energy t U (singletPart (determinant m)) = 2 * uhfEnergy t U m / (2 - m ^ 2) := by
  have hx := sq_bond hm
  have hs : ∀ p q r s : ℝ,
      singletPart !![p, q; r, s] = !![p, (q + r) / 2; (q + r) / 2, s] := by
    intro p q r s
    ext i j
    fin_cases i <;> fin_cases j <;> simp [singletPart] <;> ring
  rw [determinant_eq hm, hs, energy_amplitudes,
    show 2 * uhfEnergy t U m / (2 - m ^ 2) = uhfEnergy t U m / ((2 - m ^ 2) / 2) by
      rw [div_div_eq_mul_div, mul_comm (uhfEnergy t U m) 2]]
  congr 1
  · unfold uhfEnergy
    linear_combination (U / 2) * hx
  · linear_combination (1 / 2) * hx
```

## The minimum and the exact ratio

$E$ is continuous and $[-1,1]$ is compact, so a minimiser exists for all real $t$ and $U$.

```lean
/-- The unrestricted Hartree-Fock energy has a minimising polarisation. -/
theorem exists_isUHFMinimum (t U : ℝ) : ∃ m, IsUHFMinimum t U m := by
  have hc : Continuous (uhfEnergy t U) := by
    unfold uhfEnergy
    fun_prop
  obtain ⟨m, hm, hmin⟩ := (isCompact_Icc (a := (-1 : ℝ)) (b := 1)).exists_isMinOn
    ⟨0, by norm_num⟩ hc.continuousOn
  exact ⟨m, hm, fun n hn => hmin hn⟩
```

For $t>0$ and $U\ge2t$, set $y=2t/U\le1$ and complete the square:
$$E(m)=\frac U2(x-y)^2-\frac{2t^2}U .$$
The polarisation $n=\sqrt{1-y^2}$ has bond order $y$ and makes the square vanish. The proof compares $m$ with this $n$: minimality gives $U(x-y)^2=2\,(E(m)-E(n))\le0$, hence $x=y$. For $0<U<2t$ the conclusion would require a bond order above 1.

```lean
private theorem bond_of_minimum {t U m : ℝ} (ht : 0 < t) (hU : 2 * t ≤ U)
    (h : IsUHFMinimum t U m) : √(1 - m ^ 2) = 2 * t / U := by
  have hU0 : 0 < U := by linarith
  have hy0 : 0 ≤ 2 * t / U := by positivity
  have hy1 : 2 * t / U ≤ 1 := (div_le_one hU0).2 hU
  have hy : U * (2 * t / U) = 2 * t := by field_simp
  generalize 2 * t / U = y at *
  have hx := sq_bond h.1
  -- compare with the polarisation whose bond order is `y`
  have hn2 : (√(1 - y ^ 2)) ^ 2 = 1 - y ^ 2 := Real.sq_sqrt (by nlinarith)
  have hmin := h.2 (√(1 - y ^ 2))
    ⟨by linarith [Real.sqrt_nonneg (1 - y ^ 2)],
      Real.sqrt_le_iff.2 ⟨zero_le_one, by nlinarith [sq_nonneg y]⟩⟩
  unfold uhfEnergy at hmin
  rw [hn2, show 1 - (1 - y ^ 2) = y ^ 2 by ring, Real.sqrt_sq hy0] at hmin
  -- the energy difference is a complete square
  have e : U * (√(1 - m ^ 2) - y) ^ 2 = 2 * ((-2 * t * √(1 - m ^ 2) + U * (1 - m ^ 2) / 2)
      - (-2 * t * y + U * y ^ 2 / 2)) := by
    linear_combination U * hx + (2 * y - 2 * √(1 - m ^ 2)) * hy
  have hle : (√(1 - m ^ 2) - y) ^ 2 ≤ 0 :=
    le_of_mul_le_mul_left (by linarith : U * (√(1 - m ^ 2) - y) ^ 2 ≤ U * 0) hU0
  have hz := (pow_eq_zero_iff two_ne_zero).1 (le_antisymm hle (sq_nonneg _))
  linarith
```

The ratio to $X$ needs $X\neq0$. For $t>0$, $\sqrt{U^2+16t^2}>U$, so $X<0$.

```lean
private theorem exactEnergy_neg {t : ℝ} (ht : 0 < t) (U : ℝ) : exactEnergy t U < 0 := by
  have h : U < √(U ^ 2 + 16 * t ^ 2) :=
    Real.lt_sqrt_of_sq_lt (by linarith [pow_pos ht 2])
  unfold exactEnergy
  linarith
```

With $z=4t/U$ and $U>0$, a factor $U$ comes out of the root:
$$X=\frac U2\left(1-\sqrt{1+z^2}\right).$$

```lean
private theorem exactEnergy_eq (t : ℝ) {U : ℝ} (hU : 0 < U) :
    exactEnergy t U = U * (1 - √(1 + (4 * t / U) ^ 2)) / 2 := by
  have hz : U * (4 * t / U) = 4 * t := by field_simp
  generalize 4 * t / U = z at *
  rw [exactEnergy, show U ^ 2 + 16 * t ^ 2 = U ^ 2 * (1 + z ^ 2) by
      linear_combination (-(U * z + 4 * t)) * hz,
    Real.sqrt_mul (sq_nonneg U), Real.sqrt_sq hU.le]
  ring
```

At the minimum $E=-2t^2/U=-Uz^2/8$. Since $z^2=(\sqrt{1+z^2}-1)(\sqrt{1+z^2}+1)$,
$$\frac EX=\frac{z^2}{4(\sqrt{1+z^2}-1)}=\frac{1+\sqrt{1+(4t/U)^2}}4 .$$
The proof multiplies through by $X$ and closes with the values of $x$ and of the squared root.

```lean
/-- For `t > 0` and `U ≥ 2t`, the ratio of the minimal unrestricted Hartree-Fock energy
to the exact energy in closed form. -/
theorem recovered_fraction {t U m : ℝ} (ht : 0 < t) (hU : 2 * t ≤ U)
    (h : IsUHFMinimum t U m) :
    uhfEnergy t U m / exactEnergy t U = (1 + √(1 + (4 * t / U) ^ 2)) / 4 := by
  have hU0 : 0 < U := by linarith
  have hx := bond_of_minimum ht hU h
  have hm2 : 1 - m ^ 2 = (2 * t / U) ^ 2 := by rw [← hx, sq_bond h.1]
  have hy : U * (2 * t / U) = 2 * t := by field_simp
  have hs : (√(1 + (4 * t / U) ^ 2)) ^ 2 = 1 + (4 * t / U) ^ 2 :=
    Real.sq_sqrt (by positivity)
  rw [div_eq_iff (exactEnergy_neg ht U).ne, exactEnergy_eq t hU0]
  unfold uhfEnergy
  rw [hx, hm2]
  linear_combination (2 * t / U) * hy + (U / 8) * hs
```

The two parameter choices below make the root in $X$ rational, and both give $X=-1$.

| | $t=1,\ U=3$ | $t=3,\ U=35$ |
|---|---|---|
| $X$ | $(3-5)/2=-1$ | $(35-37)/2=-1$ |
| $E(0)=-2t+U/2$ | $-1/2$ | $23/2$ |
| $m^2=1-(2t/U)^2$ | $5/9$ | $1189/1225$ |
| $E(m)=-2t^2/U$ | $-2/3$ | $-18/35\approx-0.514$ |
| $2E(m)/(2-m^2)$ | $-12/13\approx-0.923$ | $-1260/1261\approx-0.999$ |

The ratio formula agrees: $(1+5/3)/4=2/3$ and $(1+37/35)/4=18/35$.

## The strong-coupling limits

The unpolarised solution $m=0$ keeps half its weight on doubly occupied sites. Because $X<0$,
$$E(0)-X>\frac U2-2t\to\infty .$$
For the polarised solution, $z=4t/U\to0$ in the exact ratio gives $(1+1)/4=1/2$.

In the theorem, `m` is a function that selects a minimiser for each $U>0$; the existence result guarantees that there is one to select, and the limit holds for every selection. The first part of the proof compares with the linear lower bound. The second composes a continuous function of $z$ with $z\to0$, and uses the closed ratio once $U\ge2t$.

The factor of one half is a relative statement: $E(m)$ and $X$ both tend to zero, and so does their difference.

```lean
/-- At fixed `t > 0` and growing `U`, the error of the unpolarised solution diverges, while
the minimal unrestricted Hartree-Fock energy tends to half the exact energy in ratio. -/
theorem broken_symmetry_recovers_half {t : ℝ} (ht : 0 < t) (m : ℝ → ℝ)
    (hm : ∀ U > 0, IsUHFMinimum t U (m U)) :
    Tendsto (fun U => uhfEnergy t U 0 - exactEnergy t U) atTop atTop ∧
    Tendsto (fun U => uhfEnergy t U (m U) / exactEnergy t U) atTop (𝓝 (1 / 2)) := by
  constructor
  · have hlin : Tendsto (fun U : ℝ => U / 2 + -2 * t) atTop atTop :=
      tendsto_atTop_add_const_right atTop (-2 * t) (tendsto_id.atTop_div_const two_pos)
    refine tendsto_atTop_mono (fun U => ?_) hlin
    have h0 : uhfEnergy t U 0 = -2 * t + U / 2 := by simp [uhfEnergy]
    rw [h0]
    linarith [exactEnergy_neg ht U]
  · have hq : Tendsto (fun U : ℝ => 4 * t / U) atTop (𝓝 0) :=
      tendsto_const_nhds.div_atTop tendsto_id
    have hc : Tendsto (fun z : ℝ => (1 + √(1 + z ^ 2)) / 4) (𝓝 0) (𝓝 (1 / 2)) := by
      have h : Continuous (fun z : ℝ => (1 + √(1 + z ^ 2)) / 4) := by fun_prop
      convert h.tendsto 0 using 2
      norm_num
    refine (hc.comp hq).congr' ?_
    filter_upwards [eventually_ge_atTop (2 * t)] with U hU
    exact (recovered_fraction ht hU (hm U (by linarith))).symm
```

At the minimum $m^2=1-(2t/U)^2$, so the projected ratio is the previous one times a known factor:
$$\frac{E_{\rm proj}}X=\frac EX\cdot\frac2{1+(2t/U)^2}\;\longrightarrow\;\frac12\cdot2=1 .$$
The proof multiplies the two limits and then identifies the product with the ratio of the projected energy to $X$ for $U\ge2t$, where `hd` rewrites $2-m^2$. The orbitals remain those that minimise the unprojected energy; they are not reoptimised after projection.

In this two-site model with one orbital per site, the triplet lies at zero energy, so $-X$ is the singlet-triplet gap. Reading that gap directly from the broken-symmetry energy gives half its value at large $U$, which is the error that spin projection corrects when exchange couplings are estimated from broken-symmetry determinants.

```lean
/-- At fixed `t > 0` and growing `U`, the singlet part of the minimising determinant has an
energy whose ratio to the exact energy tends to one. -/
theorem projection_recovers_all {t : ℝ} (ht : 0 < t) (m : ℝ → ℝ)
    (hm : ∀ U > 0, IsUHFMinimum t U (m U)) :
    Tendsto (fun U => energy t U (singletPart (determinant (m U))) / exactEnergy t U)
      atTop (𝓝 1) := by
  have hq : Tendsto (fun U : ℝ => 2 * t / U) atTop (𝓝 0) :=
    tendsto_const_nhds.div_atTop tendsto_id
  have hc : Tendsto (fun z : ℝ => 2 / (1 + z ^ 2)) (𝓝 0) (𝓝 2) := by
    have h : Continuous (fun z : ℝ => 2 / (1 + z ^ 2)) :=
      continuous_const.div (by fun_prop) (fun z => by positivity)
    convert h.tendsto 0 using 2
    norm_num
  -- the projection supplies a factor that tends to two
  have hlim := (broken_symmetry_recovers_half ht m hm).2.mul (hc.comp hq)
  rw [show (1 / 2 : ℝ) * 2 = 1 by norm_num] at hlim
  refine hlim.congr' ?_
  filter_upwards [eventually_ge_atTop (2 * t)] with U hU
  have h := hm U (by linarith)
  have hd : 2 - m U ^ 2 = 1 + (2 * t / U) ^ 2 := by
    rw [← bond_of_minimum ht hU h, sq_bond h.1]
    ring
  rw [energy_singletPart t U h.1, hd, Function.comp_apply]
  ring

end

end HubbardDimerBrokenSymmetry
```

```lean
#print axioms HubbardDimerBrokenSymmetry.energy_determinant
#print axioms HubbardDimerBrokenSymmetry.exists_isUHFMinimum
#print axioms HubbardDimerBrokenSymmetry.broken_symmetry_recovers_half
#print axioms HubbardDimerBrokenSymmetry.projection_recovers_all
```

```
'HubbardDimerBrokenSymmetry.energy_determinant' depends on axioms: [propext, Classical.choice, Quot.sound]
'HubbardDimerBrokenSymmetry.exists_isUHFMinimum' depends on axioms: [propext, Classical.choice, Quot.sound]
'HubbardDimerBrokenSymmetry.broken_symmetry_recovers_half' depends on axioms: [propext, Classical.choice, Quot.sound]
'HubbardDimerBrokenSymmetry.projection_recovers_all' depends on axioms: [propext, Classical.choice, Quot.sound]
```
